# Brueckner coupled-cluster doubles is exact for singlet eigenstates of two electrons in two real orbitals

Pull a hydrogen molecule apart and describe it with one orthonormal orbital on each atom. The covalent singlet has one electron on each side, so the determinant with both electrons in orbital 0 has no weight in it. A coupled-cluster expansion built on that determinant cannot reach the state. In the bonding and antibonding combinations the same state is a difference of two doubly occupied configurations, and a double excitation from the bonding pair produces it. Can the orbitals always be rotated so that doubles alone suffice?

In this model they can. For a real linear Hamiltonian and any nonzero singlet eigenstate, some rotation and some amplitude $t$ solve the singles and doubles equations with the exact energy. Conversely, every solution gives an eigenstate. A converged Brueckner CCD calculation on HeH⁺ in a minimal basis, which is such a two-orbital problem, should therefore reproduce a full-CI energy.

## Two real orbitals and a linear Hamiltonian

A spatial pair function is $\sum_{ij} C_{ij}\,\varphi_i(1)\varphi_j(2)$ with real coefficients, $i,j\in\{0,1\}$. The spin factor is left out.

In Lean 4 with Mathlib:

```lean
import Mathlib

open Matrix

namespace BruecknerTwoElectron

noncomputable section

/-- Coefficients of a spatial two-electron function in products of two real orbitals. -/
abbrev Pair := Matrix (Fin 2) (Fin 2) ℝ
```

The new orbitals are the columns of

$$R=\begin{pmatrix}\cos a&-\sin a\\ \sin a&\cos a\end{pmatrix},$$

and the coefficients become $C'=R^TCR$.

```lean
/-- The plane rotation by the angle `a`; its columns are the new orbitals. -/
def rot (a : ℝ) : Pair := !![Real.cos a, -Real.sin a; Real.sin a, Real.cos a]

/-- The passage from old coefficients `C` to the coefficients `Rᵀ C R` in rotated orbitals. -/
def rotate (a : ℝ) : Module.End ℝ Pair where
  toFun C := (rot a)ᵀ * C * rot a
  map_add' X Y := by rw [Matrix.mul_add, Matrix.add_mul]
  map_smul' c X := by simp
```

The Hamiltonian $H$ is a `Module.End ℝ Pair`, a linear map on the four-dimensional space of pair functions. In the rotated orbitals it acts by returning to the old coefficients, applying $H$, and rotating forward again.

```lean
/-- The Hamiltonian `H` written in the rotated orbitals. -/
def rotateH (a : ℝ) (H : Module.End ℝ Pair) : Module.End ℝ Pair :=
  rotate a * H * rotate (-a)
```

Linearity is what later allows an eigenvector to be rescaled to unit reference weight. Symmetry of $H$ is never used, nor is its invariance under exchange of the electrons. A molecular Hamiltonian has both properties, and the theorems cover it as a special case.

## One pair to excite

The reference $\Phi$ has both electrons in orbital 0. The operator $D$ moves both to orbital 1, and the cluster operator is $T=tD$.

```lean
/-- The reference determinant: both electrons in orbital 0. -/
def reference : Pair := !![1, 0; 0, 0]

/-- The double excitation, which moves both electrons from orbital 0 to orbital 1. -/
def double : Module.End ℝ Pair where
  toFun X := !![0, 0; 0, X 0 0]
  map_add' X Y := by ext i j; fin_cases i <;> fin_cases j <;> simp
  map_smul' c X := by ext i j; fin_cases i <;> fin_cases j <;> simp
```

The CCD state $e^{T}\Phi$ will turn out to be $\Psi_t=\mathrm{diag}(1,t)$. It has unit weight on the reference; for orthonormal orbitals the normalised state is $\mathrm{diag}(1,t)/\sqrt{1+t^2}$.

```lean
/-- The reference plus `t` times the doubly excited determinant. -/
def ccdState (t : ℝ) : Pair := !![1, 0; 0, t]

/-- The similarity-transformed Hamiltonian `exp(-T) H exp(T)` with `T = t • double`. -/
def ccdH (H : Module.End ℝ Pair) (t : ℝ) : Module.End ℝ Pair :=
  IsNilpotent.exp ((-t) • double) * H * IsNilpotent.exp (t • double)
```

With only two electrons, a second application of $D$ finds orbital 0 empty. Thus $D^2=0$ and $e^{tD}=1+tD$. The file uses Mathlib's exponential of a nilpotent element, and `exp_double` checks $(tD)^2=0$ entry by entry before truncating the sum. With two separate pairs to excite, the quadratic term would survive.

```lean
/-- The exponential of the doubles operator stops after the linear term. -/
theorem exp_double (t : ℝ) : IsNilpotent.exp (t • double) = 1 + t • double := by
  have h : (t • double) ^ 2 = 0 := by
    refine LinearMap.ext fun X => ?_
    ext i j
    fin_cases i <;> fin_cases j <;> simp [pow_two, double]
  rw [IsNilpotent.exp_eq_sum h]
  simp [Finset.sum_range_succ]
```

## The singlet hypothesis: a symmetric coefficient matrix

`hC : C.IsSymm` says that the spatial function is unchanged when the electrons are exchanged, which is the singlet case. Since $RR^T=1$, rotating by $a$ and then by $-a$ restores $C$, so no information is lost in changing orbitals.

```lean
/-- Rotating the orbitals by `a` and then by `-a` restores the coefficients. -/
theorem rotate_neg_rotate (a : ℝ) (C : Pair) : rotate (-a) (rotate a C) = C := by
  have h1 : rot (-a) = (rot a)ᵀ := by
    ext i j; fin_cases i <;> fin_cases j <;> simp [rot]
  have h2 : rot a * (rot a)ᵀ = 1 := by
    ext i j
    fin_cases i <;> fin_cases j <;> simp [rot, Matrix.mul_apply, Fin.sum_univ_two] <;>
      nlinarith [Real.sin_sq_add_cos_sq a]
  change (rot (-a))ᵀ * ((rot a)ᵀ * C * rot a) * rot (-a) = C
  rw [h1, Matrix.transpose_transpose]
  calc rot a * ((rot a)ᵀ * C * rot a) * (rot a)ᵀ
      = (rot a * (rot a)ᵀ) * C * (rot a * (rot a)ᵀ) := by simp only [Matrix.mul_assoc]
    _ = C := by rw [h2, Matrix.one_mul, Matrix.mul_one]
```

Multiplying out the mixed entry with $C_{10}=C_{01}$ gives

$$C'_{01}=C_{01}(\cos^2a-\sin^2a)-(C_{00}-C_{11})\sin a\cos a
=\tfrac12\big[2C_{01}\cos2a-(C_{00}-C_{11})\sin2a\big].$$

The singly excited coefficient vanishes exactly when the bracket does. In the proof, `e` is this identity, and the equivalence follows by linear arithmetic.

```lean
/-- For a singlet, the singly excited coefficient in the rotated orbitals vanishes exactly when the
angle satisfies `(C 0 0 - C 1 1) sin 2a = 2 (C 0 1) cos 2a`. -/
theorem brueckner_condition {C : Pair} (hC : C.IsSymm) (a : ℝ) :
    rotate a C 0 1 = 0 ↔
      (C 0 0 - C 1 1) * Real.sin (2 * a) = 2 * C 0 1 * Real.cos (2 * a) := by
  have h : C 1 0 = C 0 1 := hC.apply 0 1
  have e : rotate a C 0 1 =
      (2 * C 0 1 * Real.cos (2 * a) - (C 0 0 - C 1 1) * Real.sin (2 * a)) / 2 := by
    rw [Real.sin_two_mul, Real.cos_two_mul']
    simp [rotate, rot, Matrix.mul_apply, Fin.sum_univ_two, h]
    ring
  rw [e]
  constructor <;> intro h' <;> linarith
```

For a triplet the conclusion fails. The antisymmetric matrix with $C_{01}=1$, $C_{10}=-1$ is the same in all rotated orbitals, so its mixed entry never vanishes and its reference weight is always zero.

## A nonzero state, and a reference with nonzero weight

`h0 : C ≠ 0` says that there is a state at all. It is needed when dividing by the reference weight. Write

$$C_{00}-C_{11}=r\cos\theta,\qquad 2C_{01}=r\sin\theta,\qquad r\ge0,$$

and take $a=\theta/2$. Both sides of the angle condition are then $r\sin\theta\cos\theta$, and the diagonal entries are

$$C'_{00}=\tfrac12(C_{00}+C_{11}+r),\qquad C'_{11}=\tfrac12(C_{00}+C_{11}-r).$$

If $C'_{00}\neq0$, set $t=C'_{11}/C'_{00}$. If $C'_{00}=0$, turn by a further $\pi/2$. This preserves the angle condition and exchanges the diagonal entries. The new first entry can vanish only if $C'=0$, and then $C=0$, against the hypothesis.

The proof takes the same route. The polar angle is the argument of a complex number, `key` turns a good angle into the form $C'=C'_{00}\Psi_t$, and `hswap` is the quarter turn. The hypothesis `h0` enters once, to exclude $C'=0$ through `rotate_neg_rotate`.

```lean
/-- Every nonzero singlet has a rotation to orbitals in which it is a nonzero multiple of
the reference plus a double excitation, and the angle obeys the Brueckner condition. -/
theorem exists_brueckner_rotation {C : Pair} (hC : C.IsSymm) (h0 : C ≠ 0) :
    ∃ a t : ℝ, (C 0 0 - C 1 1) * Real.sin (2 * a) = 2 * C 0 1 * Real.cos (2 * a) ∧
      rotate a C 0 0 ≠ 0 ∧ rotate a C = rotate a C 0 0 • ccdState t := by
  have hs : C 1 0 = C 0 1 := hC.apply 0 1
  have sym : ∀ a, rotate a C 1 0 = rotate a C 0 1 := by
    intro a
    simp [rotate, rot, Matrix.mul_apply, Fin.sum_univ_two, hs]
    ring
  -- a suitable angle with nonzero first entry is all that is needed
  have key : ∀ a, (C 0 0 - C 1 1) * Real.sin (2 * a) = 2 * C 0 1 * Real.cos (2 * a) →
      rotate a C 0 0 ≠ 0 → rotate a C =
        rotate a C 0 0 • ccdState (rotate a C 1 1 / rotate a C 0 0) := by
    intro a ha hne
    have h01 := (brueckner_condition hC a).2 ha
    have h10 := (sym a).trans h01
    generalize rotate a C = X at *
    ext i j
    fin_cases i <;> fin_cases j <;> simp [ccdState, h01, h10]
    field_simp
  -- half the polar angle of (C 0 0 - C 1 1, 2 * C 0 1) satisfies the angle condition
  obtain ⟨r, θ, hc, hsn⟩ : ∃ r θ : ℝ, r * Real.cos θ = C 0 0 - C 1 1 ∧
      r * Real.sin θ = 2 * C 0 1 :=
    ⟨_, _, Complex.norm_mul_cos_arg ⟨C 0 0 - C 1 1, 2 * C 0 1⟩,
      Complex.norm_mul_sin_arg ⟨C 0 0 - C 1 1, 2 * C 0 1⟩⟩
  have ha : (C 0 0 - C 1 1) * Real.sin (2 * (θ / 2)) =
      2 * C 0 1 * Real.cos (2 * (θ / 2)) := by
    rw [show 2 * (θ / 2) = θ by ring]
    linear_combination (-Real.sin θ) * hc + Real.cos θ * hsn
  by_cases h : rotate (θ / 2) C 0 0 = 0
  · -- a further quarter turn exchanges the two diagonal entries
    have hb : (C 0 0 - C 1 1) * Real.sin (2 * (θ / 2 + Real.pi / 2)) =
        2 * C 0 1 * Real.cos (2 * (θ / 2 + Real.pi / 2)) := by
      rw [show 2 * (θ / 2 + Real.pi / 2) = 2 * (θ / 2) + Real.pi by ring,
        Real.sin_add_pi, Real.cos_add_pi]
      linarith
    have hswap : rotate (θ / 2 + Real.pi / 2) C 0 0 = rotate (θ / 2) C 1 1 := by
      simp [rotate, rot, Matrix.mul_apply, Fin.sum_univ_two, Real.cos_add_pi_div_two,
        Real.sin_add_pi_div_two]
    have hne : rotate (θ / 2 + Real.pi / 2) C 0 0 ≠ 0 := by
      intro h11
      rw [hswap] at h11
      have h01 := (brueckner_condition hC _).2 ha
      have h10 := (sym (θ / 2)).trans h01
      have hz : rotate (θ / 2) C = 0 := by
        ext i j
        fin_cases i <;> fin_cases j
        exacts [h, h01, h10, h11]
      apply h0
      rw [← rotate_neg_rotate (θ / 2) C, hz, map_zero]
    exact ⟨_, _, hb, hne, key _ hb hne⟩
  · exact ⟨_, _, ha, h, key _ ha h⟩
```

The angle condition alone is not enough. For $C=\mathrm{diag}(0,-1)$ the angle $a=0$ satisfies it, yet the reference weight is zero; the quarter turn repairs this. Writing the condition as $\tan2a=2C_{01}/(C_{00}-C_{11})$ causes another failure, because the denominator vanishes for the covalent state of the opening.

That state is the limiting case of complete dissociation. Its normalised coefficients are $C_{01}=C_{10}=1/\sqrt2$ with zero diagonal. At $a=\pi/4$ they become $\mathrm{diag}(1,-1)/\sqrt2$, so $t=-1$: the two configurations have equal weight, and the amplitude remains finite.

## The eigenvalue equation

`hE : H C = E • C` says that the pair function is stationary with energy $E$. To connect it with CCD, apply the transformed Hamiltonian to the reference:

$$e^{-T}He^{T}\Phi=(1-tD)H\Psi_t .$$

```lean
/-- The transformed Hamiltonian acts on the reference as `(1 - T) H (1 + T)`. -/
theorem ccdH_reference (H : Module.End ℝ Pair) (t : ℝ) :
    ccdH H t reference = H (ccdState t) - t • double (H (ccdState t)) := by
  have h : (1 + t • double) reference = ccdState t := by
    ext i j
    fin_cases i <;> fin_cases j <;> simp [double, reference, ccdState]
  unfold ccdH
  rw [exp_double, exp_double, Module.End.mul_apply, Module.End.mul_apply, h]
  change H (ccdState t) + (-t) • double (H (ccdState t)) = _
  module
```

Let $Y=H\Psi_t$. Requiring the result to equal $E\Phi$ gives, entry by entry,

$$Y_{00}=E,\qquad Y_{01}=Y_{10}=0,\qquad Y_{11}-tY_{00}=0 .$$

The first equation is the energy, the middle two are the singles equations, and the last is the doubles equation. Substituting the first into the last gives $Y_{11}=tE$, so together they say $Y=E\Psi_t$. Reading the steps backwards gives the converse. In `ccd_exact_iff` the four entries are extracted as `h00` to `h11`, and `linear_combination h11 + t * h00` is the substitution.

```lean
/-- The reference is an eigenvector of the transformed Hamiltonian, with eigenvalue `E`,
exactly when the CCD state is an eigenvector of `H` with eigenvalue `E`. -/
theorem ccd_exact_iff (H : Module.End ℝ Pair) (t E : ℝ) :
    ccdH H t reference = E • reference ↔ H (ccdState t) = E • ccdState t := by
  rw [ccdH_reference]
  generalize H (ccdState t) = Y
  constructor
  · intro h
    have h00 := congrFun (congrFun h 0) 0
    have h01 := congrFun (congrFun h 0) 1
    have h10 := congrFun (congrFun h 1) 0
    have h11 := congrFun (congrFun h 1) 1
    simp [double, reference] at h00 h01 h10 h11
    ext i j
    fin_cases i <;> fin_cases j <;> simp [ccdState, h00, h01, h10]
    linear_combination h11 + t * h00
  · rintro rfl
    ext i j
    fin_cases i <;> fin_cases j <;> simp [double, reference, ccdState]
    ring
```

Now rotate the eigenvalue equation. The rotated Hamiltonian has eigenvector $C'=C'_{00}\Psi_t$ with the same $E$, and division by $C'_{00}$ leaves $\Psi_t$. The proof uses `hE` to rewrite the rotated equation and `smul_right_injective` to cancel the nonzero weight.

```lean
/-- Brueckner CCD is exact for two electrons in two orbitals: for each singlet eigenstate
of `H` there are rotated orbitals and an amplitude `t` that give the state up to a nonzero
factor and solve the singles and doubles equations with the exact energy `E`. -/
theorem brueckner_ccd_exact (H : Module.End ℝ Pair) {C : Pair} {E : ℝ}
    (hC : C.IsSymm) (h0 : C ≠ 0) (hE : H C = E • C) :
    ∃ a t : ℝ, rotate a C 0 0 ≠ 0 ∧ rotate a C = rotate a C 0 0 • ccdState t ∧
      ccdH (rotateH a H) t reference = E • reference := by
  obtain ⟨a, t, -, hne, hst⟩ := exists_brueckner_rotation hC h0
  refine ⟨a, t, hne, hst, (ccd_exact_iff _ t E).2 ?_⟩
  have h : rotateH a H (rotate a C) = E • rotate a C := by
    change rotate a (H (rotate (-a) (rotate a C))) = _
    rw [rotate_neg_rotate, hE, map_smul]
  -- divide by the weight of the reference
  generalize rotate a C 0 0 = c at hne hst
  rw [hst, map_smul, smul_comm E c] at h
  exact smul_right_injective Pair hne h
```

Without `hE` the rotation and $t$ still exist, since they depend only on $C$. But they cannot solve the CCD equations unless $C$ is an eigenstate, as the converse shows: rotating a solution back gives an eigenvector of $H$.

```lean
/-- Conversely, each solution of the Brueckner CCD equations in rotated orbitals gives,
back in the original orbitals, an eigenstate of `H` with the same energy. -/
theorem eigenstate_of_brueckner_ccd (H : Module.End ℝ Pair) {a t E : ℝ}
    (h : ccdH (rotateH a H) t reference = E • reference) :
    H (rotate (-a) (ccdState t)) = E • rotate (-a) (ccdState t) := by
  have h' : rotate a (H (rotate (-a) (ccdState t))) = E • ccdState t :=
    (ccd_exact_iff _ t E).1 h
  rw [← rotate_neg_rotate a (H _), h', map_smul]
```

The result gives existence, not a procedure. The angle is built from the exact state, and nothing is said about whether an iteration converges or which eigenstate it finds. The solution need not be unique either: if $t\neq0$, a quarter turn replaces $t$ by $1/t$.

## The singles residual in the configuration matrix

A Hamiltonian that is unchanged by exchange of the electrons maps singlets to singlets. In a singlet basis of reference, single and double excitation it becomes a $3\times3$ matrix $H$ with indices 0, 1, 2. Here it is an arbitrary real matrix, not one constructed from the operator above. Multiplication gives

$$H\begin{pmatrix}1\\0\\t\end{pmatrix}=
\begin{pmatrix}H_{00}+H_{02}t\\H_{10}+H_{12}t\\H_{20}+H_{22}t\end{pmatrix}.$$

This equals $E(1,0,t)^T$ exactly when

$$E=H_{00}+H_{02}t,\qquad H_{10}+H_{12}t=0,\qquad H_{20}+H_{22}t-t(H_{00}+H_{02}t)=0 .$$

The last equation is the quadratic CCD equation. The proof computes the product in `e`, compares components, and eliminates $E$ as before.

The middle equation is the Brueckner condition on the orbitals, and ordinary CCD in fixed orbitals leaves it out. Then exactness can fail. As a purely algebraic example, not a molecular Hamiltonian, take $H_{01}=H_{10}=H_{22}=1$ and all other entries zero. The CCD equation reduces to $t=0$ and gives energy 0, while the eigenvalues are $1$, $1$ and $-1$. The singles residual is $H_{10}=1$.

```lean
/-- In a basis of reference, single and double excitation, `(1, 0, t)` is an eigenvector with
eigenvalue `E` exactly when `E = H00 + H02 t`, the singles residual vanishes and `t` solves the
quadratic CCD equation. -/
theorem configuration_ccd_iff (H : Matrix (Fin 3) (Fin 3) ℝ) (t E : ℝ) :
    H *ᵥ ![1, 0, t] = E • ![1, 0, t] ↔
      E = H 0 0 + H 0 2 * t ∧ H 1 0 + H 1 2 * t = 0 ∧
        H 2 0 + H 2 2 * t - t * (H 0 0 + H 0 2 * t) = 0 := by
  have e : H *ᵥ ![1, 0, t] =
      ![H 0 0 + H 0 2 * t, H 1 0 + H 1 2 * t, H 2 0 + H 2 2 * t] := by
    ext i
    fin_cases i <;> simp [Matrix.mulVec, dotProduct, Fin.sum_univ_three]
  rw [e]
  constructor
  · intro h
    have h0 := congrFun h 0
    have h1 := congrFun h 1
    have h2 := congrFun h 2
    simp at h0 h1 h2
    exact ⟨h0.symm, h1, by linear_combination h2 - t * h0⟩
  · rintro ⟨h0, h1, h2⟩
    ext i
    fin_cases i
    · simp [h0]
    · simpa using h1
    · simp
      linear_combination h2 - t * h0

end

end BruecknerTwoElectron
```

```lean
#print axioms BruecknerTwoElectron.brueckner_ccd_exact
#print axioms BruecknerTwoElectron.eigenstate_of_brueckner_ccd
#print axioms BruecknerTwoElectron.configuration_ccd_iff
```

```
'BruecknerTwoElectron.brueckner_ccd_exact' depends on axioms: [propext, Classical.choice, Quot.sound]
'BruecknerTwoElectron.eigenstate_of_brueckner_ccd' depends on axioms: [propext, Classical.choice, Quot.sound]
'BruecknerTwoElectron.configuration_ccd_iff' depends on axioms: [propext, Classical.choice, Quot.sound]
```
